# Energy after imaginary-time propagation as a weighted average of the levels

Let a finite-dimensional Hamiltonian be H = U D U†, with U unitary and D diagonal with real entries e_j, and let c = U†ψ be the amplitudes of a state ψ in the eigenbasis. The theorem `rayleigh_imagTime` says that, for every real t, the energy of exp(−tH)ψ is the average of the levels e_j with weights exp(−2t e_j)|c_j|². Neither ψ nor the propagated vector need be normalised, since the energy is the Rayleigh quotient ⟨x, Hx⟩/⟨x, x⟩; for ψ = 0 both sides are 0 by Lean's convention for division by zero. The proof writes the propagated vector as U applied to the amplitudes exp(−t e_j)c_j, then uses the unitarity of U to reduce both inner products to sums over j.

The first attempt, which Lean rejects:

```lean
import Mathlib

open Matrix Filter Topology
open scoped ComplexOrder

namespace RayleighImagTime

noncomputable section

variable {n : Type*} [Fintype n]

/-- The Rayleigh quotient `⟨x, H x⟩ / ⟨x, x⟩` of a nonzero vector `x`, for Hermitian `H`. -/
def rayleigh (H : Matrix n n ℂ) (x : n → ℂ) : ℝ :=
  (star x ⬝ᵥ H *ᵥ x).re / (star x ⬝ᵥ x).re

variable [DecidableEq n]

/-- Imaginary-time propagation `exp(-tH) ψ`. -/
def imagTime (H : Matrix n n ℂ) (t : ℝ) (ψ : n → ℂ) : n → ℂ :=
  NormedSpace.exp ((-(t : ℂ)) • H) *ᵥ ψ

variable {U H : Matrix n n ℂ} {e : n → ℝ}

/-- For `H = U D U†` with `U` unitary, the energy of `exp(-tH) ψ` is the average of the levels
`e j` with weights `exp(-2t e j) |c j|²`, where `c = U† ψ`. -/
theorem rayleigh_imagTime (hU : Uᴴ * U = 1)
    (hH : H = U * diagonal (fun j => (e j : ℂ)) * Uᴴ) (t : ℝ) (ψ : n → ℂ) :
    rayleigh H (imagTime H t ψ) =
      (∑ j, e j * (Real.exp (-2 * t * e j) * Complex.normSq ((Uᴴ *ᵥ ψ) j))) /
        ∑ j, Real.exp (-2 * t * e j) * Complex.normSq ((Uᴴ *ᵥ ψ) j) := by
  have hinv : U⁻¹ = Uᴴ := Matrix.inv_eq_left_inv hU
  have hunit : IsUnit U := ⟨⟨U, Uᴴ, mul_eq_one_comm.mp hU, hU⟩, rfl⟩
  have h1 : (-(t : ℂ)) • H = U * diagonal (fun j => ((-t * e j : ℝ) : ℂ)) * U⁻¹ := by
    have h2 : diagonal (fun j => ((-t * e j : ℝ) : ℂ)) =
        (-(t : ℂ)) • diagonal (fun j => (e j : ℂ)) := by
      ext i j
      by_cases h : i = j
      · subst h
        simp
      · simp [h]
    rw [hinv, h2, hH, Matrix.mul_smul, Matrix.smul_mul]
  have h3 : NormedSpace.exp (fun j : n => ((-t * e j : ℝ) : ℂ)) =
      fun j => ((Real.exp (-t * e j) : ℝ) : ℂ) := by
    funext j
    rw [Pi.exp_apply, ← Complex.exp_eq_exp_ℂ, Complex.ofReal_exp]
  -- in the eigenbasis each amplitude is damped separately
  have hx : imagTime H t ψ =
      U *ᵥ (fun j => ((Real.exp (-t * e j) : ℝ) : ℂ) * (Uᴴ *ᵥ ψ) j) := by
    rw [imagTime, h1, Matrix.exp_conj _ _ hunit, Matrix.exp_diagonal, hinv, h3,
      ← mulVec_mulVec, ← mulVec_mulVec]
    congr 1
    funext j
    exact mulVec_diagonal _ _ _
  have hin : ∀ a b : n → ℂ, star (U *ᵥ a) ⬝ᵥ (U *ᵥ b) = star a ⬝ᵥ b := by
    intro a b
    rw [star_mulVec, ← dotProduct_mulVec, mulVec_mulVec, hU, one_mulVec]
  have hap : ∀ a : n → ℂ, H *ᵥ (U *ᵥ a) = U *ᵥ (diagonal (fun j => (e j : ℂ)) *ᵥ a) := by
    intro a
    rw [hH, mulVec_mulVec, Matrix.mul_assoc, hU, Matrix.mul_one, ← mulVec_mulVec]
  have hsq : ∀ j, Real.exp (-2 * t * e j) = Real.exp (-t * e j) * Real.exp (-t * e j) := by
    intro j
    rw [← Real.exp_add]
    ring_nf
  have k1 : ∀ (r a : ℝ) (z : ℂ), (star ((r : ℂ) * z) * ((a : ℂ) * ((r : ℂ) * z))).re =
      a * (r * r * Complex.normSq z) := by
    intro r a z
    simp [Complex.normSq_apply]
    ring
  have k2 : ∀ (r : ℝ) (z : ℂ), (star ((r : ℂ) * z) * ((r : ℂ) * z)).re =
      r * r * Complex.normSq z := by
    intro r z
    simp [Complex.normSq_apply]
    ring
  rw [rayleigh, hx, hap, hin, hin]
  simp only [dotProduct, Complex.re_sum, mulVec_diagonal, Pi.star_apply, k1, k2, hsq]

end

end RayleighImagTime
```

The compiler's answer:

```
Main.lean:45:8: error(lean.unknownIdentifier): Unknown identifier `Pi.exp_apply`
```

The message says that no declaration called `Pi.exp_apply` can be found from this file. The proof wanted it in `h3`, for the fact that the exponential of a function `n → ℂ`, evaluated at `j`, is the exponential of its value at `j`.

The repair gets this fact from `NormedSpace.map_exp`, which moves a continuous ring homomorphism through the exponential. Here the homomorphism is evaluation at `j`, `Pi.evalRingHom`, and `continuous_apply j` supplies its continuity. Since that lemma speaks of `NormedSpace.exp`, the right-hand side has to be put in the same form first. `Complex.ofReal_exp` turns the cast real exponential into a complex one, and `Complex.exp_eq_exp_ℂ`, now used from left to right, turns that into `NormedSpace.exp`. The `exact` line then closes the goal.

The changed comment has no effect on compilation, but it is more accurate: the factor exp(−t e_j) is greater than 1 when t e_j is negative, so an amplitude is not always damped.

This version goes through:

```diff
@@ -43,6 +43,7 @@
       fun j => ((Real.exp (-t * e j) : ℝ) : ℂ) := by
     funext j
-    rw [Pi.exp_apply, ← Complex.exp_eq_exp_ℂ, Complex.ofReal_exp]
-  -- in the eigenbasis each amplitude is damped separately
+    rw [Complex.ofReal_exp, Complex.exp_eq_exp_ℂ]
+    exact NormedSpace.map_exp (Pi.evalRingHom (fun _ : n => ℂ) j) (continuous_apply j) _
+  -- in the eigenbasis each amplitude is multiplied by its own factor `exp(-t e j)`
   have hx : imagTime H t ψ =
       U *ᵥ (fun j => ((Real.exp (-t * e j) : ℝ) : ℂ) * (Uᴴ *ᵥ ψ) j) := by
```
